# Gaussian smearing of point charges preserves harmonic moments and raises the second moment by $d/(2a)$ times the total charge

## Why does $x^2-y^2$ survive smearing when $r^2$ does not?

Let $g(r)=(a/\pi)^{3/2}e^{-a|r|^2}$ with $a>0$, and replace each point charge $q_k$ at $R_k$ by the cloud $q_k\,g(r-R_k)$. Each cloud is spherical about its own centre, but in general not about the origin, where I take my moments. The moment of $r^2$ changes unless the total charge is zero. Why should the traceless quadrupole moments, which are just as quadratic, stay exactly the same? And does this continue to higher multipoles?

## Smearing acts through the Laplacian

In $d$ dimensions, set $g(y)=(a/\pi)^{d/2}e^{-a|y|^2}$, with variance $1/(2a)$ along each axis. For a real polynomial $p$, define the smeared polynomial and the truncated heat series by
$$Sp(x)=\int p(x+y)\,g(y)\,dy,\qquad H_Np=\sum_{k<N}\frac{1}{k!}\Big(\frac1{4a}\Big)^k\Delta^kp .$$
Smearing adds $1/(2a)$ to the square of each coordinate, so the difference of two such squares is unchanged. In general, $Sp=H_Np$ whenever $\Delta^Np=0$, and a harmonic polynomial of any degree keeps only its $k=0$ term.

**On the line.** Let $\gamma(u)=\sqrt{a/\pi}\,e^{-au^2}$ and $m_n(x)=\int(x+u)^n\gamma(u)\,du$. Since $\gamma'=-2au\gamma$ and $u=(x+u)-x$, integrating the derivative of $(x+u)^n\gamma$ gives
$$0=n\,m_{n-1}+2ax\,m_n-2a\,m_{n+1},$$
so $m_{n+1}=x\,m_n+\frac{n}{2a}m_{n-1}$, with $m_0=1$. At $n=0$ the last term is absent.

**In $d$ dimensions.** The Gaussian factorises, so the average of a monomial is a product of line moments. For a monomial $p$ the recursion becomes
$$S(x_ip)=x_i\,Sp+\tfrac1{2a}S(\partial_ip).$$

**For the series.** From $\Delta(x_ip)=x_i\Delta p+2\partial_ip$ and $\Delta\partial_i=\partial_i\Delta$, induction gives
$$\Delta^{k+1}(x_ip)=x_i\Delta^{k+1}p+2(k+1)\Delta^k\partial_ip.$$
Multiplying by $(1/4a)^{k+1}/(k+1)!$ turns the last coefficient into $\frac1{2a}(1/4a)^k/k!$. Summing,
$$H_{N+1}(x_ip)=x_iH_{N+1}p+\tfrac1{2a}H_N(\partial_ip).$$

Both constructions fix constants and obey the same recursion. Induction on degree, with enough terms in the series, makes them agree on monomials, and linearity extends this to all polynomials. If $\Delta^Np=0$, the terms with $k\ge N$ vanish.

For harmonic $h$, $N=1$ gives $Sh=h$. For $|x|^2$, $\Delta|x|^2=2d$ and $\Delta^2|x|^2=0$, so $S|x|^2=|x|^2+d/(2a)$, which is $|x|^2+3/(2a)$ in space.

**For charges.** With $\rho(r)=\sum_kq_kg(r-R_k)$, substituting $r=R_k+y$ gives $\int p\rho=\sum_kq_k\,Sp(R_k)$. Harmonic moments therefore keep their point-charge values, and the second moment gains $\frac{d}{2a}\sum_kq_k$, which is zero for a neutral set.

## What the Lean statements say

Points are functions `Fin d → ℝ`, and squared length is written out as a sum of squares. `laplacian` uses formal partial derivatives of an `MvPolynomial`, while `smear` is a Lebesgue integral. `heatSeries a N p x` is $H_Np(x)$.

`smear_harmonic` and `smear_normSq` are the two polynomial results. `smearedDensity_moments` combines their consequences for charges: `q` and `R` hold finitely many real charges and their positions, and `laplacian h = 0` selects the harmonic moments. All moments are taken about the coordinate origin.

The result bears on Gaussian charge screening in Ewald-type simulation methods, here for a finite, non-periodic set of charges sharing one exponent. It concerns moments, not potentials or interaction energies.

```lean
import Mathlib

open MvPolynomial MeasureTheory

namespace GaussianSmearing

noncomputable section

variable {d : ℕ} {a : ℝ}

/-- The normalised Gaussian in `d` dimensions with exponent `a > 0`. -/
def gaussian (a : ℝ) (y : Fin d → ℝ) : ℝ :=
  (a / Real.pi) ^ ((d : ℝ) / 2) * Real.exp (-a * ∑ i, y i ^ 2)

/-- The Gaussian average of the polynomial `p` around the point `x`, for `a > 0`. -/
def smear (a : ℝ) (p : MvPolynomial (Fin d) ℝ) (x : Fin d → ℝ) : ℝ :=
  ∫ y, eval (x + y) p * gaussian a y

/-- The Laplacian on polynomials, the sum of the second partial derivatives. -/
def laplacian : Module.End ℝ (MvPolynomial (Fin d) ℝ) :=
  ∑ i, (pderiv i).toLinearMap ∘ₗ (pderiv i).toLinearMap

/-- The first `N` terms of `exp(Δ/4a) p` at the point `x`, for `a > 0`. -/
def heatSeries (a : ℝ) (N : ℕ) (p : MvPolynomial (Fin d) ℝ) (x : Fin d → ℝ) : ℝ :=
  ∑ k ∈ Finset.range N, (1 / (4 * a)) ^ k / (k.factorial : ℝ) * eval x ((laplacian ^ k) p)

/-- The normalised Gaussian on the line with exponent `a > 0`. -/
def lineGaussian (a u : ℝ) : ℝ := √(a / Real.pi) * Real.exp (-a * u ^ 2)

/-- The `n`-th moment of the line Gaussian displaced by `x`, for `a > 0`. -/
def lineMoment (a x : ℝ) (n : ℕ) : ℝ := ∫ u, (x + u) ^ n * lineGaussian a u

/-- The charge density of point charges `q k` at `R k`, each smeared with exponent `a > 0`. -/
def smearedDensity {n : ℕ} (a : ℝ) (q : Fin n → ℝ) (R : Fin n → Fin d → ℝ)
    (r : Fin d → ℝ) : ℝ := ∑ k, q k * gaussian a (r - R k)

/-- A power of `u` times a power of `x + u` is integrable against a line Gaussian with `a > 0`. -/
theorem integrable_line (ha : 0 < a) (x : ℝ) (n k : ℕ) :
    Integrable fun u : ℝ => u ^ k * ((x + u) ^ n * lineGaussian a u) := by
  induction n generalizing k with
  | zero =>
    have h := (integrable_rpow_mul_exp_neg_mul_sq ha (s := (k : ℝ))
      (by have := Nat.cast_nonneg (α := ℝ) k; linarith)).const_mul √(a / Real.pi)
    refine h.congr (Filter.Eventually.of_forall fun u => ?_)
    simp only [Real.rpow_natCast, lineGaussian, pow_zero]
    ring
  | succ n ih =>
    refine (((ih k).const_mul x).add (ih (k + 1))).congr
      (Filter.Eventually.of_forall fun u => ?_)
    simp only [Pi.add_apply]
    ring

/-- Integration by parts gives a recursion for the displaced moments when `a > 0`. -/
theorem lineMoment_succ (ha : 0 < a) (x : ℝ) (n : ℕ) :
    lineMoment a x (n + 1) = x * lineMoment a x n + n / (2 * a) * lineMoment a x (n - 1) := by
  have hi (m : ℕ) : Integrable fun u : ℝ => (x + u) ^ m * lineGaussian a u := by
    simpa only [pow_zero, one_mul] using integrable_line ha x m 0
  have hg (u : ℝ) : HasDerivAt (lineGaussian a) (-2 * a * u * lineGaussian a u) u := by
    have h := ((((hasDerivAt_id' u).fun_pow 2).const_mul (-a)).exp).const_mul √(a / Real.pi)
    refine h.congr_deriv ?_
    simp only [lineGaussian]
    norm_num
    ring
  have h1 := (hi (n - 1)).const_mul (n : ℝ)
  have h2 := (hi n).const_mul (2 * a * x)
  have h3 := (hi (n + 1)).const_mul (2 * a)
  have h23 : Integrable fun u : ℝ => 2 * a * x * ((x + u) ^ n * lineGaussian a u)
      - 2 * a * ((x + u) ^ (n + 1) * lineGaussian a u) := h2.sub h3
  -- the integral of a total derivative vanishes
  have key := integral_eq_zero_of_hasDerivAt_of_integrable
    (fun u => ((((hasDerivAt_id' u).const_add x).fun_pow n).fun_mul (hg u)).congr_deriv
      (show _ = (n : ℝ) * ((x + u) ^ (n - 1) * lineGaussian a u)
        + (2 * a * x * ((x + u) ^ n * lineGaussian a u)
        - 2 * a * ((x + u) ^ (n + 1) * lineGaussian a u)) by ring)) (h1.add h23) (hi n)
  rw [integral_add h1 h23, integral_sub h2 h3, integral_const_mul, integral_const_mul,
    integral_const_mul] at key
  change (n : ℝ) * lineMoment a x (n - 1) + (2 * a * x * lineMoment a x n
    - 2 * a * lineMoment a x (n + 1)) = 0 at key
  field_simp
  linarith

/-- For `a > 0` a monomial is integrable against the Gaussian, and its average is its coefficient
times a product of line moments. -/
theorem smear_monomial (ha : 0 < a) (x : Fin d → ℝ) (s : Fin d →₀ ℕ) (c : ℝ) :
    Integrable (fun y => eval (x + y) (monomial s c) * gaussian a y) ∧
      smear a (monomial s c) x = c * ∏ i, lineMoment a (x i) (s i) := by
  have hf (y : Fin d → ℝ) : eval (x + y) (monomial s c) * gaussian a y
      = c * ∏ i, ((x i + y i) ^ s i * lineGaussian a (y i)) := by
    have hg : gaussian a y = ∏ i, lineGaussian a (y i) := by
      simp only [gaussian, lineGaussian, Finset.prod_mul_distrib, Finset.prod_const,
        Finset.card_univ, Fintype.card_fin, ← Real.exp_sum, ← Finset.mul_sum]
      rw [Real.sqrt_eq_rpow, ← Real.rpow_natCast, ← Real.rpow_mul (by positivity)]
      congr 2
      ring
    rw [hg, eval_monomial, Finsupp.prod_fintype _ _ (by simp), Finset.prod_mul_distrib,
      mul_assoc]
    rfl
  simp only [smear, hf]
  constructor
  · exact (Integrable.fintype_prod (μ := fun _ => volume)
      (f := fun i u => (x i + u) ^ s i * lineGaussian a u) fun i => by
        simpa only [pow_zero, one_mul] using integrable_line ha (x i) (s i) 0).const_mul c
  · rw [integral_const_mul]
    congr 1
    exact integral_fintype_prod_volume_eq_prod
      (fun i u => (x i + u) ^ s i * lineGaussian a u)

/-- Every polynomial is integrable against a Gaussian with `a > 0`. -/
theorem integrable_eval (ha : 0 < a) (p : MvPolynomial (Fin d) ℝ) (x : Fin d → ℝ) :
    Integrable fun y => eval (x + y) p * gaussian a y := by
  refine MvPolynomial.induction_on' p (fun s c => (smear_monomial ha x s c).1) ?_
  intro p q hp hq
  exact (hp.add hq).congr (Filter.Eventually.of_forall fun y => by
    simp only [Pi.add_apply, map_add, add_mul])

/-- Moving the coordinate `X i` through the `(k + 1)`-th power of the Laplacian adds `2(k + 1)`
times the `k`-th power applied to the `i`-th partial derivative. -/
theorem laplacian_pow_X_mul (i : Fin d) (k : ℕ) (p : MvPolynomial (Fin d) ℝ) :
    (laplacian ^ (k + 1)) (X i * p) = X i * (laplacian ^ (k + 1)) p
      + (2 * ((k : ℝ) + 1)) • (laplacian ^ k) (pderiv i p) := by
  have hL (p : MvPolynomial (Fin d) ℝ) : laplacian p = ∑ j, pderiv j (pderiv j p) := by
    simp [laplacian]
  have hc (j : Fin d) (p : MvPolynomial (Fin d) ℝ) :
      pderiv j (pderiv i p) = pderiv i (pderiv j p) := by
    have h : ⁅pderiv (R := ℝ) j, pderiv (R := ℝ) i⁆ = 0 := by
      refine MvPolynomial.derivation_ext fun l => ?_
      rw [Derivation.commutator_apply, pderiv_X, pderiv_X, Pi.single_apply, Pi.single_apply]
      split_ifs <;> simp
    have h' := congrArg (fun D => D p) h
    simpa [Derivation.commutator_apply, sub_eq_zero] using h'
  have hcomm (p : MvPolynomial (Fin d) ℝ) :
      pderiv i (laplacian p) = laplacian (pderiv i p) := by
    simp only [hL, map_sum, hc]
  have h1 (p : MvPolynomial (Fin d) ℝ) :
      laplacian (X i * p) = X i * laplacian p + (2 : ℝ) • pderiv i p := by
    have hj (j : Fin d) : pderiv j (pderiv j (X i * p))
        = X i * pderiv j (pderiv j p) + if j = i then (2 : ℝ) • pderiv j p else 0 := by
      by_cases h : j = i
      · subst h
        rw [pderiv_mul, pderiv_X_self, one_mul, map_add, pderiv_mul, pderiv_X_self,
          if_pos rfl, two_smul]
        ring
      · rw [pderiv_mul, pderiv_X_of_ne (Ne.symm h), zero_mul, zero_add, pderiv_mul,
          pderiv_X_of_ne (Ne.symm h), if_neg h]
        ring
    simp only [hL, hj, Finset.sum_add_distrib, ← Finset.mul_sum, Finset.sum_ite_eq',
      Finset.mem_univ, if_true]
  induction k generalizing p with
  | zero => simp [h1]
  | succ k ih =>
    rw [pow_succ, Module.End.mul_apply, h1, map_add, ih, map_smul, hcomm,
      Module.End.mul_apply, ← Module.End.mul_apply (laplacian ^ k), ← pow_succ]
    push_cast
    module

/-- For `a > 0` the heat series obeys the recursion of Gaussian averages under
multiplication by a coordinate. -/
theorem heatSeries_X_mul (ha : 0 < a) (i : Fin d) (N : ℕ) (p : MvPolynomial (Fin d) ℝ)
    (x : Fin d → ℝ) : heatSeries a (N + 1) (X i * p) x
      = x i * heatSeries a (N + 1) p x + 1 / (2 * a) * heatSeries a N (pderiv i p) x := by
  induction N with
  | zero => simp [heatSeries]
  | succ N ih =>
    have hs (M : ℕ) (p : MvPolynomial (Fin d) ℝ) : heatSeries a (M + 1) p x = heatSeries a M p x
        + (1 / (4 * a)) ^ M / (M.factorial : ℝ) * eval x ((laplacian ^ M) p) :=
      Finset.sum_range_succ _ _
    have hc : (1 / (4 * a)) ^ (N + 1) / ((N + 1).factorial : ℝ) * (2 * ((N : ℝ) + 1))
        = 1 / (2 * a) * ((1 / (4 * a)) ^ N / (N.factorial : ℝ)) := by
      rw [Nat.factorial_succ, pow_succ]
      push_cast
      field_simp
      ring
    rw [hs (N + 1) (X i * p), ih, hs (N + 1) p, hs N (pderiv i p), laplacian_pow_X_mul]
    simp only [map_add, map_mul, eval_X, smul_eval]
    linear_combination eval x ((laplacian ^ N) (pderiv i p)) * hc

/-- If `a > 0` and the `N`-th power of the Laplacian annihilates `p`, the Gaussian average
of `p` is the heat series with `N` terms. -/
theorem smear_eq_heatSeries (ha : 0 < a) {N : ℕ} {p : MvPolynomial (Fin d) ℝ}
    (hp : (laplacian ^ N) p = 0) (x : Fin d → ℝ) : smear a p x = heatSeries a N p x := by
  have hX (i : Fin d) (t : Fin d →₀ ℕ) (c : ℝ) :
      monomial (Finsupp.single i 1 + t) c = X i * monomial t c := by
    simp [X, monomial_mul]
  -- the recursion for Gaussian averages of monomials
  have hrec (i : Fin d) (t : Fin d →₀ ℕ) (c : ℝ) :
      smear a (monomial (Finsupp.single i 1 + t) c) x = x i * smear a (monomial t c) x
        + 1 / (2 * a) * smear a (monomial (t - Finsupp.single i 1) (c * t i)) x := by
    have he (s : Fin d →₀ ℕ) (h : ∀ j, j ≠ i → s j = t j) :
        ∏ j, lineMoment a (x j) (s j) = lineMoment a (x i) (s i)
          * ∏ j ∈ Finset.univ.erase i, lineMoment a (x j) (t j) := by
      rw [← Finset.mul_prod_erase _ _ (Finset.mem_univ i)]
      congr 1
      exact Finset.prod_congr rfl fun j hj => by rw [h j (Finset.ne_of_mem_erase hj)]
    rw [(smear_monomial ha x _ _).2, (smear_monomial ha x _ _).2, (smear_monomial ha x _ _).2,
      he (Finsupp.single i 1 + t) (fun j hj => by simp [hj.symm]),
      he (t - Finsupp.single i 1) (fun j hj => by simp [hj.symm]),
      he t (fun _ _ => rfl), Finsupp.add_apply, Finsupp.tsub_apply, Finsupp.single_eq_same,
      add_comm 1 (t i), lineMoment_succ ha]
    ring

  have hone (y : ℝ) : lineMoment a y 0 = 1 := by
    simp only [lineMoment, lineGaussian, pow_zero, one_mul]
    rw [integral_const_mul, integral_gaussian, ← Real.sqrt_mul (by positivity),
      div_mul_div_cancel₀ Real.pi_ne_zero, div_self ha.ne', Real.sqrt_one]
  -- induction on the degree of a monomial
  have hmon (n : ℕ) : ∀ (s : Fin d →₀ ℕ) (c : ℝ) (M : ℕ), ∑ i, s i < n → n ≤ M →
      smear a (monomial s c) x = heatSeries a M (monomial s c) x := by
    induction n with
    | zero => intro s c M h; omega
    | succ n ih =>
      intro s c M h hM
      obtain ⟨M, rfl⟩ : ∃ K, M = K + 1 := ⟨M - 1, by omega⟩
      by_cases hs : s = 0
      · subst hs
        rw [(smear_monomial ha x _ _).2, heatSeries, Finset.sum_range_succ',
          Finset.sum_eq_zero]
        · simp [hone]
        · intro k _
          have hz : laplacian (monomial 0 c : MvPolynomial (Fin d) ℝ) = 0 := by
            simp [laplacian]
          rw [pow_succ laplacian, Module.End.mul_apply, hz, map_zero, map_zero, mul_zero]
      · obtain ⟨i, hi⟩ := Finsupp.ne_iff.mp hs
        obtain ⟨t, rfl⟩ : ∃ t, s = Finsupp.single i 1 + t :=
          ⟨_, (add_tsub_cancel_of_le
            (Finsupp.single_le_iff.mpr (Nat.one_le_iff_ne_zero.mpr hi))).symm⟩
        have h1 : ∑ j, (Finsupp.single i 1 + t : Fin d →₀ ℕ) j = 1 + ∑ j, t j := by
          simp [Finset.sum_add_distrib, Finsupp.single_apply]
        have h2 : ∑ j, (t - Finsupp.single i 1 : Fin d →₀ ℕ) j ≤ ∑ j, t j :=
          Finset.sum_le_sum fun j _ => by rw [Finsupp.tsub_apply]; exact Nat.sub_le _ _
        rw [hrec, hX, heatSeries_X_mul ha, pderiv_monomial,
          ih t c (M + 1) (by omega) (by omega),
          ih (t - Finsupp.single i 1) (c * t i) M (by omega) (by omega)]
  -- linearity, with enough terms for every monomial
  obtain ⟨M, hM⟩ : ∃ M, ∀ K, M ≤ K → smear a p x = heatSeries a K p x := by
    clear hp
    refine MvPolynomial.induction_on' p (fun s c => ⟨_, fun K hK =>
      hmon (∑ i, s i + 1) s c K (Nat.lt_succ_self _) hK⟩) ?_
    rintro p q ⟨A, hA⟩ ⟨B, hB⟩
    refine ⟨A + B, fun K hK => ?_⟩
    have hadd : smear a (p + q) x = smear a p x + smear a q x := by
      simp only [smear, map_add, add_mul]
      exact integral_add (integrable_eval ha p x) (integrable_eval ha q x)
    rw [hadd, hA K (by omega), hB K (by omega)]
    simp only [heatSeries, map_add, mul_add, Finset.sum_add_distrib]
  have hcut (K : ℕ) : heatSeries a (N + K) p x = heatSeries a N p x := by
    induction K with
    | zero => rfl
    | succ K ih =>
      have hz : (laplacian ^ (N + K)) p = 0 := by
        rw [add_comm, pow_add, Module.End.mul_apply, hp, map_zero]
      rw [← ih, ← add_assoc, heatSeries, Finset.sum_range_succ, hz, map_zero, mul_zero,
        add_zero, heatSeries]
  rw [hM (N + M) (by omega), hcut]

/-- Gaussian smearing with `a > 0` leaves every harmonic polynomial unchanged. -/
theorem smear_harmonic (ha : 0 < a) {h : MvPolynomial (Fin d) ℝ} (hh : laplacian h = 0)
    (x : Fin d → ℝ) : smear a h x = eval x h := by
  simpa [heatSeries] using smear_eq_heatSeries ha (N := 1) (by simpa using hh) x

/-- Gaussian smearing with `a > 0` raises the squared distance from the origin by `d/(2a)`. -/
theorem smear_normSq (ha : 0 < a) (x : Fin d → ℝ) :
    smear a (∑ i, X i ^ 2) x = ∑ i, x i ^ 2 + d / (2 * a) := by
  have hi (i : Fin d) : laplacian (X i ^ 2 : MvPolynomial (Fin d) ℝ) = C 2 := by
    have h1 : laplacian (1 : MvPolynomial (Fin d) ℝ) = 0 := by simp [laplacian]
    have hx : laplacian (X i : MvPolynomial (Fin d) ℝ) = 0 := by
      simpa [h1] using laplacian_pow_X_mul i 0 1
    have h := laplacian_pow_X_mul i 0 (X i)
    simpa [hx, ← sq, smul_eq_C_mul] using h
  have hL : laplacian (∑ i, X i ^ 2 : MvPolynomial (Fin d) ℝ) = C (2 * (d : ℝ)) := by
    simp only [map_sum, hi, Finset.sum_const, Finset.card_univ, Fintype.card_fin,
      nsmul_eq_mul, map_mul, map_natCast]
    ring
  have h2 : (laplacian ^ 2) (∑ i, X i ^ 2 : MvPolynomial (Fin d) ℝ) = 0 := by
    rw [pow_two, Module.End.mul_apply, hL]
    simp [laplacian, -map_mul]
  rw [smear_eq_heatSeries ha h2, heatSeries, Finset.sum_range_succ, Finset.sum_range_one,
    pow_one laplacian, hL, eval_C]
  simp
  ring

/-- Smearing point charges with `a > 0` preserves every harmonic multipole moment and raises
the spherical second moment by `d/(2a)` times the total charge. -/
theorem smearedDensity_moments (ha : 0 < a) {n : ℕ} (q : Fin n → ℝ) (R : Fin n → Fin d → ℝ) :
    (∀ h : MvPolynomial (Fin d) ℝ, laplacian h = 0 →
      ∫ r, eval r h * smearedDensity a q R r = ∑ k, q k * eval (R k) h) ∧
    ∫ r, (∑ i, r i ^ 2) * smearedDensity a q R r
      = ∑ k, q k * ∑ i, R k i ^ 2 + d / (2 * a) * ∑ k, q k := by
  have hgen (p : MvPolynomial (Fin d) ℝ) :
      ∫ r, eval r p * smearedDensity a q R r = ∑ k, q k * smear a p (R k) := by
    have hk (k : Fin n) :
        Integrable fun r => q k * (eval r p * gaussian a (r - R k)) := by
      have h := ((integrable_eval ha p (R k)).comp_sub_right (R k)).const_mul (q k)
      simpa only [add_sub_cancel] using h
    -- move each Gaussian to the origin
    have ht (k : Fin n) : ∫ r, eval r p * gaussian a (r - R k) = smear a p (R k) := by
      have h := integral_sub_right_eq_self (μ := volume)
        (fun y => eval (R k + y) p * gaussian a y) (R k)
      simp only [add_sub_cancel] at h
      exact h
    have hd (r : Fin d → ℝ) : eval r p * smearedDensity a q R r
        = ∑ k, q k * (eval r p * gaussian a (r - R k)) := by
      rw [smearedDensity, Finset.mul_sum]
      exact Finset.sum_congr rfl fun k _ => by ring
    simp only [hd]
    rw [integral_finsetSum _ fun k _ => hk k]
    simp only [integral_const_mul, ht]
  constructor
  · intro h hh
    simp only [hgen, smear_harmonic ha hh]
  · have h := hgen (∑ i, X i ^ 2)
    simp only [smear_normSq ha, map_sum, map_pow, eval_X] at h
    rw [h, Finset.mul_sum, ← Finset.sum_add_distrib]
    exact Finset.sum_congr rfl fun k _ => by ring

end

end GaussianSmearing
```

```lean
#print axioms GaussianSmearing.smearedDensity_moments
-- 'GaussianSmearing.smearedDensity_moments' depends on axioms: [propext, Classical.choice, Quot.sound]
```

## From line moments to charge moments

`integrable_line` supplies the integrability that `lineMoment_succ` needs to integrate a total derivative to zero. `smear_monomial` factorises the integral, and `integrable_eval` extends integrability to every polynomial.

`laplacian_pow_X_mul` proves the commutator formula by induction on the power, and `heatSeries_X_mul` matches the coefficients.

Inside `smear_eq_heatSeries`, `hrec` is the recursion for averages. `hmon` does the induction on degree by removing one coordinate factor from a nonconstant monomial. Polynomial induction then handles sums, and `hcut` discards the vanishing terms.

In `smearedDensity_moments`, `hgen` moves each Gaussian to the origin by translation invariance and exchanges the integral with the finite sum. The two polynomial results then give the two moment formulas.
